# Keeping P ≥ 1 pairs of Matsubara frequencies raises the free-fermion grand potential by at most β(ε−μ)²/(4π²P) per level

Suppose the sum of logarithms in the Matsubara expansion of the grand potential is cut off and the omitted terms are simply dropped. Fermionic frequencies come in pairs of opposite sign, and $P$ counts the positive ones kept, each together with its negative. For a non-interacting or mean-field Hamiltonian matrix $H$ of size $N$ in an orthonormal basis, at chemical potential $\mu$ and inverse temperature $\beta$, this plain truncation gives

$$\tfrac12\operatorname{Tr}(H-\mu)-\frac{N\ln 2}{\beta}-\frac1\beta\sum_{l=0}^{P-1}\ln\det\!\Big(1+\frac{\beta^2(H-\mu)^2}{\omega_l^2}\Big),\qquad \omega_l=(2l+1)\pi .$$

The first two terms are kept exactly: the half trace is the contribution of the convergence factor in the full Matsubara sum, and $-N\ln2/\beta$ is the grand potential at $H=\mu$. Each kept pair costs one determinant. The bounds below say how far the result lies above the exact grand potential of independent fermions with this $H$, in terms of $P$, $\beta$, $\mu$ and the fixed energy levels. In a mean-field theory the double-counting correction is a separate term, which the formula leaves out.

## One level and its truncated potential

In the eigenbasis of $H$ the expression is a sum over levels, so one level suffices to begin with. Let $\varepsilon$ be its energy and $x=\beta(\varepsilon-\mu)$ its reduced energy. Frequencies and potentials are measured in units of the temperature, and `freq l` is $\omega_l$, counted from $l=0$.

In Lean 4 with Mathlib:

```lean
import Mathlib

open Real Filter Topology

namespace MatsubaraGrandPotential

noncomputable section

/-- The positive fermionic Matsubara frequency `(2l+1)π`, in units of the temperature,
`l = 0, 1, ...`. -/
def freq (l : ℕ) : ℝ := (2 * l + 1) * π
```

The exact grand potential of the level is $\Omega(x)=-\ln(1+e^{-x})$.

```lean
/-- The exact grand potential of one fermionic level, in units of the temperature, at reduced
energy `x`. -/
def exactPotential (x : ℝ) : ℝ := -Real.log (1 + Real.exp (-x))
```

The truncated one is

$$W_P(x)=\frac x2-\ln 2-\sum_{l=0}^{P-1}\ln\Big(1+\frac{x^2}{\omega_l^2}\Big).$$

`Finset.range P` supplies the indices $0,\dots,P-1$, so the first omitted frequency is $\omega_P$. The two potentials are defined independently, and their connection has to be proved.

```lean
/-- The grand potential of one level, in units of the temperature, with only the first `P` positive
Matsubara frequencies and their negatives kept. -/
def truncatedPotential (P : ℕ) (x : ℝ) : ℝ :=
  x / 2 - Real.log 2 - ∑ l ∈ Finset.range P, Real.log (1 + x ^ 2 / freq l ^ 2)
```

The frequencies $\omega_l$ with $l\ge0$ are positive, which keeps the denominators nonzero.

```lean
/-- The Matsubara frequencies `freq l`, with `l` a natural number, are positive. -/
theorem freq_pos (l : ℕ) : 0 < freq l := by
  unfold freq
  positivity
```

## From Euler's product to the exact potential

Euler's product is $\sin\pi z=\pi z\prod_{j\ge0}\big(1-z^2/(j+1)^2\big)$. At $z=ix/\pi$ the left side is $i\sinh x$ and each factor becomes real, so

$$\sinh x=x\prod_{j\ge 0}\Big(1+\frac{x^2}{\pi^2(j+1)^2}\Big).$$

The proof takes Mathlib's complex sine product at this point, rewrites the factors as real numbers (`hf`) and compares imaginary parts. `Tendsto … atTop (𝓝 …)` states convergence of the partial products.

```lean
/-- Euler's product for the hyperbolic sine. -/
theorem sinh_product (x : ℝ) :
    Tendsto (fun n : ℕ => x * ∏ j ∈ Finset.range n, (1 + x ^ 2 / (π * ((j : ℝ) + 1)) ^ 2))
      atTop (𝓝 (Real.sinh x)) := by
  have hπ : (π : ℂ) ≠ 0 := Complex.ofReal_ne_zero.mpr Real.pi_ne_zero
  -- the sine product on the imaginary axis
  have h := Complex.tendsto_euler_sin_prod (((x / π : ℝ) : ℂ) * Complex.I)
  have hp : (π : ℂ) * (((x / π : ℝ) : ℂ) * Complex.I) = (x : ℂ) * Complex.I := by
    rw [← mul_assoc, Complex.ofReal_div, mul_div_cancel₀ _ hπ]
  have hf : ∀ j : ℕ, (1 : ℂ) - (((x / π : ℝ) : ℂ) * Complex.I) ^ 2 / ((j : ℂ) + 1) ^ 2
      = ((1 + x ^ 2 / (π * ((j : ℝ) + 1)) ^ 2 : ℝ) : ℂ) := by
    intro j
    rw [mul_pow, Complex.I_sq]
    push_cast
    rw [div_pow, mul_pow, ← div_div]
    ring
  simp only [hp, hf, Complex.sin_mul_I] at h
  have h2 := (Complex.continuous_im.tendsto _).comp h
  rw [← Complex.ofReal_sinh, Complex.mul_I_im, Complex.ofReal_re] at h2
  refine h2.congr (fun n => ?_)
  simp only [Function.comp_apply]
  rw [← Complex.ofReal_prod, mul_right_comm, ← Complex.ofReal_mul, Complex.mul_I_im,
    Complex.ofReal_re]
```

Take the first $2n$ factors. Those with $j=2l$ contain $\pi(2l+1)=\omega_l$. Those with $j=2l+1$ contain $2\pi(l+1)$, and they are the factors of the same product at $x/2$. For $x\ne0$, division gives

$$\prod_{l<n}\Big(1+\frac{x^2}{\omega_l^2}\Big)=\frac{x\prod_{j<2n}\big(1+x^2/(\pi(j+1))^2\big)}{2\cdot\frac x2\prod_{j<n}\big(1+(x/2)^2/(\pi(j+1))^2\big)}\longrightarrow\frac{\sinh x}{2\sinh(x/2)}=\cosh\frac x2 .$$

In the code, `split` proves the factorisation by induction and `hlim` is the double-argument formula. The case $x=0$, where the divisor vanishes, is treated first; every factor is then 1.

```lean
/-- The product over all positive Matsubara frequencies of `1 + x²/ω²` is `cosh (x/2)`. -/
theorem cosh_product (x : ℝ) :
    Tendsto (fun n : ℕ => ∏ l ∈ Finset.range n, (1 + x ^ 2 / freq l ^ 2))
      atTop (𝓝 (Real.cosh (x / 2))) := by
  by_cases hx : x = 0
  · subst hx
    simp
  -- odd factors are Matsubara factors, even factors rebuild the product at `x/2`
  have split : ∀ n : ℕ, ∏ j ∈ Finset.range (2 * n), (1 + x ^ 2 / (π * ((j : ℝ) + 1)) ^ 2)
      = (∏ l ∈ Finset.range n, (1 + x ^ 2 / freq l ^ 2)) *
        ∏ j ∈ Finset.range n, (1 + (x / 2) ^ 2 / (π * ((j : ℝ) + 1)) ^ 2) := by
    intro n
    induction n with
    | zero => simp
    | succ n ih =>
      have e1 : π * (((2 * n : ℕ) : ℝ) + 1) = freq n := by
        unfold freq
        push_cast
        ring
      have e2 : π * (((2 * n + 1 : ℕ) : ℝ) + 1) = 2 * (π * ((n : ℝ) + 1)) := by
        push_cast
        ring
      have key : ∀ y : ℝ, x ^ 2 / (2 * y) ^ 2 = (x / 2) ^ 2 / y ^ 2 := fun y => by ring
      rw [show 2 * (n + 1) = 2 * n + 1 + 1 by ring, Finset.prod_range_succ,
        Finset.prod_range_succ, ih, e1, e2, key, Finset.prod_range_succ, Finset.prod_range_succ]
      ring
  have hs : Real.sinh (x / 2) ≠ 0 := by
    rw [Ne, Real.sinh_eq_zero]
    exact div_ne_zero hx two_ne_zero
  have hdouble : Tendsto (fun n : ℕ => 2 * n) atTop atTop :=
    tendsto_atTop_mono (fun n => by simp only [id]; omega) tendsto_id
  have h := ((sinh_product x).comp hdouble).div ((sinh_product (x / 2)).const_mul 2)
    (mul_ne_zero two_ne_zero hs)
  have hlim : Real.sinh x / (2 * Real.sinh (x / 2)) = Real.cosh (x / 2) := by
    have h2 := Real.sinh_two_mul (x / 2)
    rw [show 2 * (x / 2) = x by ring] at h2
    rw [h2, mul_div_cancel_left₀ _ (mul_ne_zero two_ne_zero hs)]
  rw [hlim] at h
  refine h.congr (fun n => ?_)
  have hB : ∏ j ∈ Finset.range n, (1 + (x / 2) ^ 2 / (π * ((j : ℝ) + 1)) ^ 2) ≠ 0 :=
    Finset.prod_ne_zero_iff.mpr (fun j _ => by positivity)
  simp only [Function.comp_apply, Pi.div_apply]
  rw [split n, div_eq_iff (mul_ne_zero two_ne_zero
    (mul_ne_zero (div_ne_zero hx two_ne_zero) hB))]
  ring
```

Since $1+e^{-x}=e^{-x/2}\cdot 2\cosh(x/2)$,

$$\Omega(x)=\frac x2-\ln2-\ln\cosh\frac x2 .$$

The logarithm of the product is the sum in $W_P$, and continuity of the logarithm gives $W_P(x)\to\Omega(x)$. The identity for $\Omega$ is `h4`.

```lean
/-- As more Matsubara frequencies are kept, the truncated grand potential converges to the
exact one. -/
theorem truncated_tendsto (x : ℝ) :
    Tendsto (fun P => truncatedPotential P x) atTop (𝓝 (exactPotential x)) := by
  have hc := Real.cosh_pos (x / 2)
  have h1 : Real.exp (-x) = Real.exp (-(x / 2)) * Real.exp (-(x / 2)) := by
    rw [← Real.exp_add]
    congr 1
    ring
  have h2 : Real.exp (-(x / 2)) * Real.exp (x / 2) = 1 := by
    rw [← Real.exp_add, neg_add_cancel, Real.exp_zero]
  have h3 : 1 + Real.exp (-x) = Real.exp (-(x / 2)) * (2 * Real.cosh (x / 2)) := by
    rw [Real.cosh_eq]
    linear_combination h1 - h2
  have h4 : exactPotential x = x / 2 - Real.log 2 - Real.log (Real.cosh (x / 2)) := by
    unfold exactPotential
    rw [h3, Real.log_mul (Real.exp_ne_zero _) (by positivity),
      Real.log_mul two_ne_zero hc.ne', Real.log_exp]
    ring
  rw [h4]
  refine (((cosh_product x).log hc.ne').const_sub (x / 2 - Real.log 2)).congr (fun n => ?_)
  unfold truncatedPotential
  rw [Real.log_prod]
  intro l _
  positivity [freq_pos l]
```

## Each frequency between two telescoping differences

For $l\ge1$, use $\ln(1+t)\le t$ and $\omega_l^2=\pi^2(4l^2+4l+1)\ge4\pi^2l(l+1)$:

$$\ln\Big(1+\frac{x^2}{\omega_l^2}\Big)\le\frac{x^2}{4\pi^2l(l+1)}=\frac{x^2}{4\pi^2}\Big(\frac1l-\frac1{l+1}\Big).$$

These steps are `h1`, `h3` and `h2` respectively.

```lean
/-- The contribution of a Matsubara frequency with index `l ≥ 1` is at most a telescoping
difference. -/
theorem log_pole_le (x : ℝ) (l : ℕ) (hl : 1 ≤ l) :
    Real.log (1 + x ^ 2 / freq l ^ 2)
      ≤ x ^ 2 / (4 * π ^ 2 * (l : ℝ)) - x ^ 2 / (4 * π ^ 2 * ((l + 1 : ℕ) : ℝ)) := by
  have hl' : (0 : ℝ) < l := by exact_mod_cast hl
  have hπ := Real.pi_pos
  have hw := freq_pos l
  have h1 := Real.log_le_sub_one_of_pos (show 0 < 1 + x ^ 2 / freq l ^ 2 by positivity)
  have h2 : x ^ 2 / (4 * π ^ 2 * (l : ℝ)) - x ^ 2 / (4 * π ^ 2 * ((l + 1 : ℕ) : ℝ))
      = x ^ 2 / (4 * π ^ 2 * (l * (l + 1))) := by
    rw [div_sub_div _ _ (by positivity) (by positivity),
      div_eq_div_iff (by positivity) (by positivity)]
    push_cast
    ring
  have h3 : x ^ 2 / freq l ^ 2 ≤ x ^ 2 / (4 * π ^ 2 * (l * (l + 1))) := by
    apply div_le_div_of_nonneg_left (by positivity) (by positivity)
    unfold freq
    nlinarith [sq_nonneg π]
  linarith
```

From below, use $\ln(1+t)\ge t/(1+t)$. With $\omega_{l+1}=\omega_l+2\pi$ and $\omega_l^2+x^2\le(\omega_l+|x|)(\omega_{l+1}+|x|)$,

$$\ln\Big(1+\frac{x^2}{\omega_l^2}\Big)\ge\frac{x^2}{\omega_l^2+x^2}\ge\frac{x^2}{2\pi}\Big(\frac1{\omega_l+|x|}-\frac1{\omega_{l+1}+|x|}\Big).$$

The comparison of denominators is the `nlinarith` call in `h4`.

```lean
/-- The contribution of any Matsubara frequency is at least a telescoping difference. -/
theorem le_log_pole (x : ℝ) (l : ℕ) :
    x ^ 2 / (2 * π * (freq l + |x|)) - x ^ 2 / (2 * π * (freq (l + 1) + |x|))
      ≤ Real.log (1 + x ^ 2 / freq l ^ 2) := by
  have hπ := Real.pi_pos
  have hw := freq_pos l
  have hs := abs_nonneg x
  have hnext : freq (l + 1) = freq l + 2 * π := by
    unfold freq
    push_cast
    ring
  have hd : freq l ^ 2 + x ^ 2 ≠ 0 := by positivity
  have h1 := Real.one_sub_inv_le_log_of_pos (show 0 < 1 + x ^ 2 / freq l ^ 2 by positivity)
  have h2 : 1 - (1 + x ^ 2 / freq l ^ 2)⁻¹ = x ^ 2 / (freq l ^ 2 + x ^ 2) := by
    have e : 1 + x ^ 2 / freq l ^ 2 = (freq l ^ 2 + x ^ 2) / freq l ^ 2 := by
      rw [add_div, div_self (by positivity)]
    rw [e, inv_div, eq_div_iff hd, sub_mul, div_mul_cancel₀ _ hd]
    ring
  have h3 : x ^ 2 / (2 * π * (freq l + |x|)) - x ^ 2 / (2 * π * (freq l + 2 * π + |x|))
      = x ^ 2 / ((freq l + |x|) * (freq l + 2 * π + |x|)) := by
    rw [div_sub_div _ _ (by positivity) (by positivity),
      div_eq_div_iff (by positivity) (by positivity)]
    ring
  have h4 : x ^ 2 / ((freq l + |x|) * (freq l + 2 * π + |x|))
      ≤ x ^ 2 / (freq l ^ 2 + x ^ 2) := by
    apply div_le_div_of_nonneg_left (by positivity) (by positivity)
    nlinarith [sq_abs x, mul_pos hw hπ, mul_nonneg hw.le hs, mul_nonneg hπ.le hs]
  rw [hnext, h3]
  linarith
```

## The error from both sides

Put $L_n=x^2/\big(2\pi(\omega_n+|x|)\big)$. Going from $n$ to $n+1$ changes $W_n-L_n$ by

$$-\ln\Big(1+\frac{x^2}{\omega_n^2}\Big)+L_n-L_{n+1}\le0 .$$

The sequence decreases (`anti`) and tends to $\Omega$, because $L_n\to0$. Each member is therefore at least $\Omega$, which gives $W_P-\Omega\ge L_P$ for every $P$, including $P=0$.

```lean
/-- The truncation error is at least `x²/(2π(ω + |x|))`, where `ω` is the first omitted
Matsubara frequency. -/
theorem excess_lower_bound (P : ℕ) (x : ℝ) :
    x ^ 2 / (2 * π * (freq P + |x|)) ≤ truncatedPotential P x - exactPotential x := by
  have hfreq : Tendsto freq atTop atTop := by
    refine tendsto_atTop_mono (fun n => ?_) (tendsto_natCast_atTop_atTop (R := ℝ))
    have hn : (0 : ℝ) ≤ n := Nat.cast_nonneg n
    unfold freq
    nlinarith [Real.pi_gt_three, mul_nonneg hn (sub_nonneg.mpr Real.pi_gt_three.le)]
  have htail : Tendsto (fun n => x ^ 2 / (2 * π * (freq n + |x|))) atTop (𝓝 0) :=
    tendsto_const_nhds.div_atTop
      ((tendsto_atTop_add_const_right _ |x| hfreq).const_mul_atTop (by positivity))
  have lim := (truncated_tendsto x).sub htail
  rw [sub_zero] at lim
  -- the potential minus the lower tail estimate decreases towards the exact value
  have anti : Antitone
      (fun n => truncatedPotential n x - x ^ 2 / (2 * π * (freq n + |x|))) := by
    refine antitone_nat_of_succ_le (fun n => ?_)
    have h := le_log_pole x n
    simp only [truncatedPotential, Finset.sum_range_succ]
    linarith
  have h : exactPotential x ≤ truncatedPotential P x - x ^ 2 / (2 * π * (freq P + |x|)) :=
    anti.le_of_tendsto lim P
  linarith
```

Since $L_P\ge0$, truncation never lowers the potential. For the upper bound put $U_n=x^2/(4\pi^2n)$ with $n\ge1$. The upper estimate makes $W_n-U_n$ increase (`mono`), again towards $\Omega$, so $W_P-\Omega\le U_P$. The code writes $P=n+1$ to start the sequence at 1. In the docstrings here and below, $P$ counts the positive frequencies, each kept together with its negative.

```lean
/-- With `P ≥ 1` Matsubara frequencies, the truncated grand potential exceeds the exact one by
between `0` and `x²/(4π²P)`. -/
theorem excess_bounds (P : ℕ) (hP : 1 ≤ P) (x : ℝ) :
    0 ≤ truncatedPotential P x - exactPotential x ∧
      truncatedPotential P x - exactPotential x ≤ x ^ 2 / (4 * π ^ 2 * (P : ℝ)) := by
  constructor
  · have hw := freq_pos P
    exact le_trans (by positivity) (excess_lower_bound P x)
  obtain ⟨n, rfl⟩ : ∃ n, P = n + 1 := ⟨P - 1, by omega⟩
  have htail : Tendsto (fun n : ℕ => x ^ 2 / (4 * π ^ 2 * (n : ℝ))) atTop (𝓝 0) :=
    tendsto_const_nhds.div_atTop
      (tendsto_natCast_atTop_atTop.const_mul_atTop (by positivity))
  have lim := (truncated_tendsto x).sub htail
  rw [sub_zero] at lim
  -- the potential minus the upper tail estimate increases towards the exact value
  have mono : Monotone (fun n : ℕ =>
      truncatedPotential (n + 1) x - x ^ 2 / (4 * π ^ 2 * ((n + 1 : ℕ) : ℝ))) := by
    refine monotone_nat_of_le_succ (fun n => ?_)
    have h := log_pole_le x (n + 1) (by omega)
    simp only [truncatedPotential, Finset.sum_range_succ _ (n + 1)]
    linarith
  have h : truncatedPotential (n + 1) x - x ^ 2 / (4 * π ^ 2 * ((n + 1 : ℕ) : ℝ))
      ≤ exactPotential x := mono.ge_of_tendsto (lim.comp (tendsto_add_atTop_nat 1)) n
  linarith
```

For $x\ne0$ the lower bound is positive, so the overestimate is strict.

```lean
/-- Away from `x = 0`, every truncation gives a grand potential strictly above the exact one. -/
theorem exact_lt_truncated (P : ℕ) {x : ℝ} (hx : x ≠ 0) :
    exactPotential x < truncatedPotential P x := by
  have hw := freq_pos P
  have h : 0 < x ^ 2 / (2 * π * (freq P + |x|)) := by positivity
  linarith [excess_lower_bound P x]
```

Take $x=2$ and $P=1$. Then $W_1=1-\ln2-\ln(1+4/\pi^2)\approx-0.0334$, while $\Omega=-\ln(1+e^{-2})\approx-0.1269$. The excess is $0.0935$. The upper bound is $1/\pi^2\approx0.1013$, and the lower one is $4/\big(2\pi(3\pi+2)\big)\approx0.0557$.

For fixed $x\neq0$ the ratio of the two bounds tends to 1 as $P$ grows, so the $1/P$ decay is the true rate.

## Many levels at inverse temperature β

For levels $e_i$, set $x_i=\beta(e_i-\mu)$, add the one-level bounds and divide by $\beta$ to return to energy units:

$$0\le\frac1\beta\sum_i\big(W_P(x_i)-\Omega(x_i)\big)\le\frac{\beta\sum_i(e_i-\mu)^2}{4\pi^2P}.$$

The finite type `ι` labels the levels, with each spin state counted separately, and `e` gives their energies. The hypothesis `hβ` says that the temperature is positive and finite.

```lean
/-- For finitely many levels `e i` at chemical potential `μ` and inverse temperature `β > 0`,
keeping `P ≥ 1` frequencies raises the total grand potential by at most
`β ∑ (e i - μ)² / (4π²P)`, and never lowers it. -/
theorem total_excess_bounds {ι : Type*} [Fintype ι] (e : ι → ℝ) (μ β : ℝ) (hβ : 0 < β)
    (P : ℕ) (hP : 1 ≤ P) :
    0 ≤ (∑ i, truncatedPotential P (β * (e i - μ))) / β
        - (∑ i, exactPotential (β * (e i - μ))) / β ∧
      (∑ i, truncatedPotential P (β * (e i - μ))) / β
        - (∑ i, exactPotential (β * (e i - μ))) / β
        ≤ β * (∑ i, (e i - μ) ^ 2) / (4 * π ^ 2 * (P : ℝ)) := by
  rw [← sub_div, ← Finset.sum_sub_distrib]
  constructor
  · exact div_nonneg (Finset.sum_nonneg fun i _ => (excess_bounds P hP _).1) hβ.le
  · rw [div_le_iff₀ hβ, Finset.mul_sum, Finset.sum_div, Finset.sum_mul]
    refine Finset.sum_le_sum (fun i _ => (excess_bounds P hP _).2.trans (le_of_eq ?_))
    ring

end

end MatsubaraGrandPotential
```

```lean
#print axioms MatsubaraGrandPotential.exact_lt_truncated
-- 'MatsubaraGrandPotential.exact_lt_truncated' depends on axioms: [propext, Classical.choice, Quot.sound]
#print axioms MatsubaraGrandPotential.total_excess_bounds
-- 'MatsubaraGrandPotential.total_excess_bounds' depends on axioms: [propext, Classical.choice, Quot.sound]
```

In the calculation described at the start, $\sum_i(e_i-\mu)^2=\operatorname{Tr}(H-\mu)^2$ is the sum of the squared moduli of the matrix elements of $H-\mu$, available without diagonalisation. For an energy tolerance $\delta>0$, any integer $P\ge1$ with

$$P\ge\frac{\beta\operatorname{Tr}(H-\mu)^2}{4\pi^2\delta}$$

keeps the truncation error within $\delta$. This sufficient value is proportional to $\beta$ at fixed $H$, $\mu$ and $\delta$.

The theorem takes the levels as given real numbers and compares potentials at the same $\mu$ and $\beta$. It does not address interactions beyond a fixed mean field, the response of self-consistent levels to the truncation, or errors in evaluating the determinants.
